# Static muon polarization for an isotropic internal field of fixed strength: 1/3 at zero applied field, 1/2 at equal fields, and a loss falling as $2b^2/(3B^2)$

To estimate the strength $b$ of static internal fields with isotropically distributed directions from muon data taken in a strong longitudinal field $B$, one can take the time-averaged loss of polarization, as a fraction of the initial polarization, multiply it by $B^2$ and set the result equal to $2b^2/3$. For internal fields of one fixed strength and isotropic direction, the following file proves this high-field limit, explicit bounds on the loss at every $B>b$, and the values of the polarization at $B=0$ and $B=b$.

```lean
import Mathlib

open Filter Topology

namespace MuonDecoupling

noncomputable section

/-- Squared cosine of the angle between the `z` axis, along which the field `B` is applied, and the
total field, when an internal field of strength `b` has polar cosine `u`; the angle is defined where
the total field does not vanish, `B^2 + b^2 + 2 B b u ≠ 0`. -/
def longitudinalFraction (b B u : ℝ) : ℝ :=
  (B + b * u) ^ 2 / (B ^ 2 + b ^ 2 + 2 * B * b * u)

/-- Static muon polarization in the longitudinal field `B`: the average of the squared cosine over
isotropic directions of an internal field of strength `b`. -/
def staticPolarization (b B : ℝ) : ℝ :=
  (1 / 2) * ∫ u in (-1 : ℝ)..1, longitudinalFraction b B u

/-- For an internal field `b (x, y, u)` along a unit vector, the longitudinal fraction is the squared
`z` component of the total field divided by its squared length. -/
theorem longitudinalFraction_eq_cos_sq (b B x y u : ℝ) (h : x ^ 2 + y ^ 2 + u ^ 2 = 1) :
    longitudinalFraction b B u =
      (B + b * u) ^ 2 / ((b * x) ^ 2 + (b * y) ^ 2 + (B + b * u) ^ 2) := by
  have hd : (b * x) ^ 2 + (b * y) ^ 2 + (B + b * u) ^ 2 = B ^ 2 + b ^ 2 + 2 * B * b * u := by
    linear_combination b ^ 2 * h
  rw [hd, longitudinalFraction]

/-- The total field has positive squared length in every direction of the internal field if the
applied field `B ≥ 0` differs from the internal strength `b > 0`. -/
theorem totalField_sq_pos {b B u : ℝ} (hb : 0 < b) (hB : 0 ≤ B) (hne : B ≠ b)
    (hu : u ∈ Set.Icc (-1 : ℝ) 1) : 0 < B ^ 2 + b ^ 2 + 2 * B * b * u := by
  have h1 : 0 < (B - b) ^ 2 := by
    have := sub_ne_zero.mpr hne
    positivity
  have h2 : 0 ≤ B * b * (1 + u) :=
    mul_nonneg (mul_nonneg hB hb.le) (by linarith [hu.1])
  nlinarith

/-- Without applied field, an internal field of strength `b > 0` leaves one third of the
polarization. -/
theorem staticPolarization_zero {b : ℝ} (hb : 0 < b) : staticPolarization b 0 = 1 / 3 := by
  have h : ∀ u, longitudinalFraction b 0 u = u ^ 2 := by
    intro u
    have h0 : (0 : ℝ) ^ 2 + b ^ 2 + 2 * 0 * b * u = b ^ 2 := by ring
    rw [longitudinalFraction, h0, div_eq_iff (by positivity)]
    ring
  simp only [staticPolarization, h, integral_pow]
  norm_num

/-- When the applied field equals the internal strength `b > 0`, half of the polarization is
kept. -/
theorem staticPolarization_self {b : ℝ} (hb : 0 < b) : staticPolarization b b = 1 / 2 := by
  have h : ∀ u, longitudinalFraction b b u = (1 + u) / 2 := by
    intro u
    have h0 : b ^ 2 + b ^ 2 + 2 * b * b * u = 2 * b ^ 2 * (1 + u) := by ring
    have h1 : b + b * u = b * (1 + u) := by ring
    rw [longitudinalFraction, h0, h1]
    by_cases hu : 1 + u = 0
    · simp [hu]
    · rw [div_eq_iff (mul_ne_zero (by positivity) hu)]
      ring
  have hd : ∀ u ∈ Set.uIcc (-1 : ℝ) 1,
      HasDerivAt (fun v : ℝ => (1 + v) * (1 + v) / 4) ((1 + u) / 2) u := by
    intro u _
    have h1 := (hasDerivAt_id' u).const_add 1
    exact ((h1.fun_mul h1).div_const 4).congr_deriv (by ring)
  have hi : ∫ u in (-1 : ℝ)..1, (1 + u) / 2 = 1 :=
    (intervalIntegral.integral_eq_sub_of_hasDerivAt hd
      (Continuous.intervalIntegrable (by fun_prop) _ _)).trans (by norm_num)
  simp only [staticPolarization, h, hi]
  norm_num

/-- For `b > 0`, `B ≥ 0` and `B ≠ b`, the lost polarization is the directional average of the
squared transverse internal field over the squared total field; the integrand on the right-hand side
is integrable on `[-1, 1]`. -/
theorem one_sub_staticPolarization {b B : ℝ} (hb : 0 < b) (hB : 0 ≤ B) (hne : B ≠ b) :
    IntervalIntegrable (fun u : ℝ => (1 - u ^ 2) / (B ^ 2 + b ^ 2 + 2 * B * b * u))
      MeasureTheory.volume (-1) 1 ∧
    1 - staticPolarization b B =
      b ^ 2 / 2 * ∫ u in (-1 : ℝ)..1, (1 - u ^ 2) / (B ^ 2 + b ^ 2 + 2 * B * b * u) := by
  have hpos : ∀ u ∈ Set.uIcc (-1 : ℝ) 1, 0 < B ^ 2 + b ^ 2 + 2 * B * b * u := by
    intro u hu
    rw [Set.uIcc_of_le (by norm_num)] at hu
    exact totalField_sq_pos hb hB hne hu
  have hI : IntervalIntegrable (fun u : ℝ => (1 - u ^ 2) / (B ^ 2 + b ^ 2 + 2 * B * b * u))
      MeasureTheory.volume (-1) 1 :=
    ContinuousOn.intervalIntegrable
      (ContinuousOn.div (by fun_prop) (by fun_prop) (fun u hu => (hpos u hu).ne'))
  have h1 : IntervalIntegrable (fun _ : ℝ => (1 : ℝ)) MeasureTheory.volume (-1) 1 :=
    Continuous.intervalIntegrable (by fun_prop) _ _
  -- longitudinal and transverse fractions add up to one
  have key : ∫ u in (-1 : ℝ)..1, longitudinalFraction b B u =
      ∫ u in (-1 : ℝ)..1, (1 - b ^ 2 * ((1 - u ^ 2) / (B ^ 2 + b ^ 2 + 2 * B * b * u))) := by
    apply intervalIntegral.integral_congr
    intro u hu
    have hD := (hpos u hu).ne'
    change (B + b * u) ^ 2 / (B ^ 2 + b ^ 2 + 2 * B * b * u) =
      1 - b ^ 2 * ((1 - u ^ 2) / (B ^ 2 + b ^ 2 + 2 * B * b * u))
    have hc := div_mul_cancel₀ (1 - u ^ 2) hD
    rw [div_eq_iff hD]
    linear_combination b ^ 2 * hc
  refine ⟨hI, ?_⟩
  rw [staticPolarization, key, intervalIntegral.integral_sub h1 (hI.const_mul _),
    intervalIntegral.integral_const_mul, intervalIntegral.integral_const, smul_eq_mul]
  ring

/-- For an applied field above the internal strength, `B > b > 0`, the lost polarization lies between
`2b²/(3(B+b)²)` and `2b²/(3(B-b)²)`. -/
theorem lost_polarization_bounds {b B : ℝ} (hb : 0 < b) (hB : b < B) :
    2 * b ^ 2 / (3 * (B + b) ^ 2) ≤ 1 - staticPolarization b B ∧
      1 - staticPolarization b B ≤ 2 * b ^ 2 / (3 * (B - b) ^ 2) := by
  have hB0 : 0 < B := hb.trans hB
  have hm : 0 < B - b := sub_pos.mpr hB
  have hp : 0 < B + b := by linarith
  obtain ⟨hI, heq⟩ := one_sub_staticPolarization hb hB0.le hB.ne'
  have h1 : IntervalIntegrable (fun _ : ℝ => (1 : ℝ)) MeasureTheory.volume (-1) 1 :=
    Continuous.intervalIntegrable (by fun_prop) _ _
  have h2 : IntervalIntegrable (fun u : ℝ => u ^ 2) MeasureTheory.volume (-1) 1 :=
    Continuous.intervalIntegrable (by fun_prop) _ _
  have hq : ∀ c : ℝ, ∫ u in (-1 : ℝ)..1, (1 - u ^ 2) / c = 4 / 3 / c := by
    intro c
    rw [intervalIntegral.integral_div, intervalIntegral.integral_sub h1 h2, integral_pow,
      intervalIntegral.integral_const]
    norm_num
  have hc : ∀ c : ℝ, IntervalIntegrable (fun u : ℝ => (1 - u ^ 2) / c)
      MeasureTheory.volume (-1) 1 :=
    fun c => Continuous.intervalIntegrable (by fun_prop) _ _
  have hBb : 0 < B * b := mul_pos hB0 hb
  -- the total field is at most `B + b` and at least `B - b`
  have hlow := intervalIntegral.integral_mono_on (by norm_num) (hc ((B + b) ^ 2)) hI
    (fun u hu => div_le_div_of_nonneg_left (by nlinarith [hu.1, hu.2])
      (totalField_sq_pos hb hB0.le hB.ne' hu)
      (by nlinarith [mul_nonneg hBb.le (sub_nonneg.mpr hu.2)]))
  have hup := intervalIntegral.integral_mono_on (by norm_num) hI (hc ((B - b) ^ 2))
    (fun u hu => div_le_div_of_nonneg_left (by nlinarith [hu.1, hu.2])
      (by positivity)
      (by nlinarith [mul_nonneg hBb.le (neg_le_iff_add_nonneg.mp hu.1)]))
  rw [hq] at hlow hup
  have e : ∀ c : ℝ, 2 * b ^ 2 / (3 * c) = b ^ 2 / 2 * (4 / 3 / c) := by
    intro c
    ring
  rw [heq, e, e]
  exact ⟨mul_le_mul_of_nonneg_left hlow (by positivity),
    mul_le_mul_of_nonneg_left hup (by positivity)⟩

/-- Longitudinal-field decoupling for internal strength `b > 0`: the static polarization is `1/3` at
zero field and `1/2` at `B = b`, and `B²` times the lost polarization tends to `2b²/3` at high
field. -/
theorem longitudinal_decoupling {b : ℝ} (hb : 0 < b) :
    staticPolarization b 0 = 1 / 3 ∧ staticPolarization b b = 1 / 2 ∧
      Tendsto (fun B : ℝ => B ^ 2 * (1 - staticPolarization b B)) atTop
        (𝓝 (2 * b ^ 2 / 3)) := by
  refine ⟨staticPolarization_zero hb, staticPolarization_self hb, ?_⟩
  have hlim : ∀ c : ℝ, Tendsto (fun B : ℝ => B / (B + c)) atTop (𝓝 1) := by
    intro c
    have h : Tendsto (fun B : ℝ => 1 - c / (B + c)) atTop (𝓝 (1 - 0)) :=
      tendsto_const_nhds.sub
        (Tendsto.const_div_atTop (tendsto_atTop_add_const_right _ c tendsto_id) c)
    rw [sub_zero] at h
    refine h.congr' ?_
    filter_upwards [eventually_gt_atTop (-c)] with B hB
    have h0 : B + c ≠ 0 := (by linarith : 0 < B + c).ne'
    rw [eq_div_iff h0, sub_mul, div_mul_cancel₀ _ h0]
    ring
  have hs : ∀ c : ℝ, Tendsto (fun B : ℝ => 2 * b ^ 2 / 3 * (B / (B + c)) ^ 2) atTop
      (𝓝 (2 * b ^ 2 / 3)) := by
    intro c
    simpa only [one_pow, mul_one] using ((hlim c).pow 2).const_mul (2 * b ^ 2 / 3)
  have e : ∀ B d : ℝ, 2 * b ^ 2 / 3 * (B / d) ^ 2 = B ^ 2 * (2 * b ^ 2 / (3 * d ^ 2)) := by
    intro B d
    ring
  -- squeeze between the two explicit bounds
  refine tendsto_of_tendsto_of_tendsto_of_le_of_le' (hs b) (hs (-b)) ?_ ?_
  · filter_upwards [eventually_gt_atTop b] with B hB
    rw [e]
    exact mul_le_mul_of_nonneg_left (lost_polarization_bounds hb hB).1 (sq_nonneg B)
  · filter_upwards [eventually_gt_atTop b] with B hB
    rw [e, ← sub_eq_add_neg]
    exact mul_le_mul_of_nonneg_left (lost_polarization_bounds hb hB).2 (sq_nonneg B)

end

end MuonDecoupling
```

```lean
#print axioms MuonDecoupling.longitudinalFraction_eq_cos_sq
-- 'MuonDecoupling.longitudinalFraction_eq_cos_sq' depends on axioms: [propext, Classical.choice, Quot.sound]
#print axioms MuonDecoupling.staticPolarization_zero
-- 'MuonDecoupling.staticPolarization_zero' depends on axioms: [propext, Classical.choice, Quot.sound]
#print axioms MuonDecoupling.longitudinal_decoupling
-- 'MuonDecoupling.longitudinal_decoupling' depends on axioms: [propext, Classical.choice, Quot.sound]
```

## The conserved part of the muon spin

The muon spin starts along $\hat z$, the direction of the applied field $B\hat z$. At its site there is also an internal field $b(x,y,u)$, where $(x,y,u)$ is a unit vector and $u$ is its polar cosine. In a static classical field the polarization vector precesses about the total field, so its component along that field is conserved. If $\theta$ is the angle between the total field and $\hat z$, the conserved component is $\cos\theta$, and its projection back onto $\hat z$ is $\cos^2\theta$. The remaining part oscillates with amplitude $\sin^2\theta$ and averages to zero over time.

The total field has $z$ component $B+bu$ and squared length

$$b^2x^2+b^2y^2+(B+bu)^2=B^2+b^2+2Bbu,$$

because $x^2+y^2+u^2=1$. Hence

$$\cos^2\theta=\frac{(B+bu)^2}{B^2+b^2+2Bbu}.$$

This is `longitudinalFraction b B u`, and `longitudinalFraction_eq_cos_sq` proves its agreement with the Cartesian expression. For isotropic directions $u$ is uniform on $[-1,1]$, with density $1/2$, so the averaged polarization is

$$A(B)=\frac12\int_{-1}^{1}\frac{(B+bu)^2}{B^2+b^2+2Bbu}\,du,$$

which is `staticPolarization b B`. Both fields are real numbers in the same unit, and the initial polarization is normalised to 1.

The final theorem, `longitudinal_decoupling`, assumes only $b>0$ and states three things: $A(0)=1/3$, $A(b)=1/2$, and $B^2(1-A(B))\to 2b^2/3$ as $B\to\infty$. In Lean the limit is a `Tendsto` statement along `atTop`.

The precession argument enters through the definition; the file contains no equation of motion. The model also leaves out a spread of internal field strengths, any change of the internal fields caused by the applied field, fluctuating fields, and any quantum dynamics of the surrounding spins. $A$ is a time average: at $B=0$ every muon in this model precesses at the same frequency, so the oscillation about $1/3$ does not die out.

## The two exact values

At $B=0$ the integrand is $b^2u^2/b^2=u^2$, and

$$A(0)=\frac12\int_{-1}^{1}u^2\,du=\frac13.$$

`staticPolarization_zero` makes the same simplification and then uses Mathlib's integral of a power.

At $B=b$ the numerator is $b^2(1+u)^2$ and the denominator is $2b^2(1+u)$, so the integrand is $(1+u)/2$ and

$$A(b)=\frac12\left[\frac{(1+u)^2}{4}\right]_{-1}^{1}=\frac12.$$

`staticPolarization_self` uses this antiderivative. At $u=-1$ the two fields cancel and the angle is undefined; Lean's division by zero gives 0 there, which agrees with $(1+u)/2$, and a single point does not affect the integral. The `by_cases` step treats this direction separately.

## The lost polarization

For $B\ge 0$ and $B\ne b$ the total field never vanishes, since

$$B^2+b^2+2Bbu=(B-b)^2+2Bb(1+u)>0 .$$

This is `totalField_sq_pos`. Subtracting the squared longitudinal component from the squared length leaves the squared transverse component:

$$B^2+b^2+2Bbu-(B+bu)^2=b^2(1-u^2).$$

Dividing by the squared length and averaging over $u$ gives

$$1-A(B)=\frac{b^2}{2}\int_{-1}^{1}\frac{1-u^2}{B^2+b^2+2Bbu}\,du .$$

`one_sub_staticPolarization` proves this identity. Its step `key` rewrites the integrand pointwise, with `linear_combination` doing the algebra, and the integral is then split by linearity. The theorem also records that the new integrand is integrable, which the comparison of integrals below requires.

## Bounds above the internal field strength

Let $B>b$. As $u$ runs from $-1$ to $1$, the squared total field stays between its values for antiparallel and parallel fields:

$$(B-b)^2\le B^2+b^2+2Bbu\le(B+b)^2 .$$

Since $1-u^2\ge0$, replacing the denominator by either constant bounds the integral. With

$$\int_{-1}^{1}(1-u^2)\,du=2-\frac23=\frac43,$$

the prefactor $b^2/2$ gives

$$\frac{2b^2}{3(B+b)^2}\le 1-A(B)\le\frac{2b^2}{3(B-b)^2}.$$

In `lost_polarization_bounds`, `hq` evaluates the integral with a constant denominator, while `hlow` and `hup` apply `intervalIntegral.integral_mono_on` to the two pointwise inequalities.

These bounds also control the estimate $b_{\rm est}=B\sqrt{3(1-A(B))/2}$ at finite field. Multiplying them by $3B^2/2$ and taking square roots gives

$$\frac{bB}{B+b}\le b_{\rm est}\le\frac{bB}{B-b}.$$

At $B=10b$, for example, these bounds place $b_{\rm est}$ between $0.909\,b$ and $1.112\,b$ within this fixed-strength model. They are not sharp: expanding the integral in $b/B$ (not done in the file) gives $1-A(B)=\frac{2b^2}{3B^2}\left(1-\frac{b^2}{5B^2}+\dots\right)$, so the estimate at $B=10b$ is about $0.999\,b$.

## The high-field limit

Multiplying the bounds on the loss by $B^2$ gives

$$\frac{2b^2}{3}\left(\frac{B}{B+b}\right)^2\le B^2(1-A(B))\le\frac{2b^2}{3}\left(\frac{B}{B-b}\right)^2 .$$

For any constant $c$ and $B>-c$,

$$\frac{B}{B+c}=1-\frac{c}{B+c}\longrightarrow1\qquad(B\to\infty).$$

Taking $c=b$ and $c=-b$ shows that both outer expressions tend to $2b^2/3$, so the middle one does too.

In `longitudinal_decoupling`, `hlim` proves the limit of the ratio and `hs` squares it and restores the prefactor. The squeeze is `tendsto_of_tendsto_of_tendsto_of_le_of_le'`, which needs the inequalities only for large enough $B$; `eventually_gt_atTop b` supplies the condition $B>b$.
